# Expectation values of a Hermitian operator in a finitely degenerate PAW level fill an eigenvalue interval

## A p level and its arbitrary basis

A spinless p level of a spherical atom can be described by real orbitals, each with $\langle L_z\rangle=0$, or by complex ones with $\langle L_z\rangle=-1,0,1$ in units of $\hbar$. Both sets solve the same eigenvalue problem. Which numbers, then, belong to the level, and which to the chosen basis?

In the projector augmented-wave (PAW) method, the pseudo states $x$ of energy $\varepsilon$ solve $Hx=\varepsilon Sx$, with the PAW-transformed Hamiltonian $H$, the overlap operator $S$ and the normalization $\langle x,Sx\rangle=1$. Let $A$ be the PAW-transformed operator of an observable.

## The interval and the trace

Let $u_1,\dots,u_d$, $d\ge1$, be an $S$-orthonormal basis of the level, let $A$ be Hermitian, and set $M_{ij}=\langle u_i,Au_j\rangle$.

- Over $S$-normalized states of the level, $\langle x,Ax\rangle$ takes exactly the values in $[\lambda_{\min},\lambda_{\max}]$, the interval between the extreme eigenvalues of $M$.
- All these values equal $a$ if and only if $M=a\mathbf 1$.
- $\operatorname{Tr}M$ is the same in every $S$-orthonormal basis of the level.

In Lean, `level H S ε` is the kernel of $H-\varepsilon S$, and `levelMatrix A u` is $M$. `IsLevelBasis` says that the $u_i$ lie in the level, are $S$-orthonormal and expand every state in it. `A.IsSymmetric` is Hermiticity, and `inner ℂ` is conjugate-linear in its first argument. `expectationValues` is a set of complex numbers, so its equality with the image of a real interval includes the reality of the values.

The space `E` may be infinite-dimensional, but the level has a finite basis and the operators act on all of `E`, which excludes unbounded operators with smaller domains. $H$ and $S$ are fixed linear maps; neither self-consistency nor the construction of the PAW transformation enters. The trace theorem compares bases with the same index set.

## Derivation with weights

For $x=\sum_i c_iu_i$ and any linear $T$,
$$\langle x,Tx\rangle=\sum_{ij}c_i^*\langle u_i,Tu_j\rangle c_j .$$
For $T=S$ this is $\sum_i|c_i|^2$; for $T=A$ it is $c^\dagger Mc$. Since $M_{ji}^*=\langle Au_i,u_j\rangle=M_{ij}$, $M$ is Hermitian, and a unitary $U$ gives $U^\dagger MU=\operatorname{diag}(\lambda_k)$.

The states $v_k=\sum_iU_{ik}u_i$ have $S$-matrix $U^\dagger U=\mathbf 1$ and span the level, because $u_i=\sum_kU_{ik}^*v_k$. Writing now $x=\sum_kc_kv_k$,
$$\langle x,Sx\rangle=\sum_k|c_k|^2=1,\qquad \langle x,Ax\rangle=\sum_k\lambda_k|c_k|^2 .$$
This weighted mean lies in $[\lambda_{\min},\lambda_{\max}]$. Conversely, let $\lambda_i$ be lowest and $\lambda_j$ highest, and write a value in the interval as $s\lambda_i+t\lambda_j$ with $s,t\ge0$, $s+t=1$. The state $\sqrt s\,v_i+\sqrt t\,v_j$ attains it; if $i=j$, $v_i$ does.

If every value is $a$, the states $v_k$ give $\lambda_k=a$, so $M=U(a\mathbf 1)U^\dagger=a\mathbf 1$. Conversely, $M=a\mathbf 1$ gives $c^\dagger Mc=a\,c^\dagger c=a$.

For another basis $v_k=\sum_iC_{ik}u_i$, $S$-orthonormality gives $C^\dagger C=\mathbf 1$. As $C$ is square, $CC^\dagger=\mathbf 1$, and
$$\operatorname{Tr}(C^\dagger MC)=\operatorname{Tr}(MCC^\dagger)=\operatorname{Tr}M .$$

## Two states in three dimensions

Take $H=\operatorname{diag}(4,1,5)$, $S=\operatorname{diag}(4,1,1)$, $A=\operatorname{diag}(4,3,0)$ and $\varepsilon=1$. The level has the basis $u_1=(\tfrac12,0,0)$, $u_2=(0,1,0)$, so $M=\operatorname{diag}(4\cdot\tfrac14,3)=\operatorname{diag}(1,3)$. The values fill $[1,3]$. Both $(u_1\pm u_2)/\sqrt2$ give $2$, and either basis sums to $4$.

## Occupied levels in a PAW calculation

A diagonalizer returns one $S$-orthonormal basis of a degenerate level. State-by-state expectation values printed from it can change with that choice, unless $M$ is scalar. If all states of the level have the same occupation $f$, their contribution to a one-particle expectation value is $f\operatorname{Tr}M$, which is independent of the choice for an exactly degenerate level of finite dimension.

## The Lean file

```lean
import Mathlib

open Matrix

namespace PAWDegenerateLevel

noncomputable section

variable {E : Type*} [NormedAddCommGroup E] [InnerProductSpace ℂ E]
variable {ι : Type*} [Fintype ι] [DecidableEq ι]
variable {H S A : E →ₗ[ℂ] E} {ε : ℝ} {u v : ι → E}

/-- The level of energy `ε`: all solutions of `H x = ε S x`. -/
def level (H S : E →ₗ[ℂ] E) (ε : ℝ) : Submodule ℂ E :=
  LinearMap.ker (H - (ε : ℂ) • S)

/-- The matrix `⟨u_i, T u_j⟩` of an operator in the states `u`. -/
def levelMatrix (T : E →ₗ[ℂ] E) (u : ι → E) : Matrix ι ι ℂ :=
  Matrix.of fun i j => inner ℂ (u i) (T (u j))

/-- A finite `S`-orthonormal basis of the level of energy `ε`. -/
structure IsLevelBasis (H S : E →ₗ[ℂ] E) (ε : ℝ) (u : ι → E) : Prop where
  mem : ∀ i, u i ∈ level H S ε
  orthonormal : levelMatrix S u = 1
  complete : ∀ x ∈ level H S ε, ∃ c : ι → ℂ, x = ∑ i, c i • u i

/-- The values `⟨x, A x⟩` over all `S`-normalized states `x` of the level. -/
def expectationValues (H S A : E →ₗ[ℂ] E) (ε : ℝ) : Set ℂ :=
  {z | ∃ x ∈ level H S ε, inner ℂ x (S x) = 1 ∧ inner ℂ x (A x) = z}

omit [Fintype ι] [DecidableEq ι] in
/-- A Hermitian operator has a Hermitian matrix in any family of states. -/
theorem levelMatrix_isHermitian (hA : A.IsSymmetric) (u : ι → E) :
    (levelMatrix A u).IsHermitian := by
  refine Matrix.IsHermitian.ext fun i j => ?_
  change (starRingEnd ℂ) (inner ℂ (u j) (A (u i))) = inner ℂ (u i) (A (u j))
  rw [inner_conj_symm]
  exact hA _ _

omit [DecidableEq ι] in
/-- Matrix elements between superpositions of the `u_i`, in terms of the coefficients. -/
theorem inner_expansion (T : E →ₗ[ℂ] E) (u : ι → E) (c e : ι → ℂ) :
    inner ℂ (∑ i, c i • u i) (T (∑ j, e j • u j)) = star c ⬝ᵥ (levelMatrix T u *ᵥ e) := by
  simp only [dotProduct, Matrix.mulVec]
  rw [map_sum, sum_inner]
  refine Finset.sum_congr rfl fun i _ => ?_
  rw [inner_sum, Finset.mul_sum]
  refine Finset.sum_congr rfl fun j _ => ?_
  rw [map_smul, inner_smul_left, inner_smul_right]
  simp only [levelMatrix, Matrix.of_apply, Pi.star_apply, starRingEnd_apply]
  ring

/-- For two `S`-orthonormal bases of the level with the same finite index set, a single unitary
matrix transforms the matrix of every operator in one basis into its matrix in the other. -/
theorem basis_change (hu : IsLevelBasis H S ε u) (hv : IsLevelBasis H S ε v) :
    ∃ C : Matrix ι ι ℂ, Cᴴ * C = 1 ∧
      ∀ T : E →ₗ[ℂ] E, levelMatrix T v = Cᴴ * (levelMatrix T u * C) := by
  choose c hc using fun k => hu.complete (v k) (hv.mem k)
  have h : ∀ T : E →ₗ[ℂ] E, levelMatrix T v = (Matrix.of fun i k => c k i)ᴴ *
      (levelMatrix T u * Matrix.of fun i k => c k i) := by
    intro T
    ext k l
    change inner ℂ (v k) (T (v l)) = _
    rw [hc k, hc l]
    exact inner_expansion T u (c k) (c l)
  refine ⟨_, ?_, h⟩
  have hS := h S
  rw [hv.orthonormal, hu.orthonormal, Matrix.one_mul] at hS
  exact hS.symm

/-- If the level has a finite `S`-orthonormal basis `u` in which the matrix of `A` is Hermitian,
then it has an `S`-orthonormal basis in which the matrix of `A` is diagonal, with the eigenvalues of
the matrix in `u` on the diagonal. -/
theorem exists_eigenbasis (hu : IsLevelBasis H S ε u) (hM : (levelMatrix A u).IsHermitian) :
    ∃ v : ι → E, IsLevelBasis H S ε v ∧
      levelMatrix A v = Matrix.diagonal fun k => (hM.eigenvalues k : ℂ) := by
  -- the eigenvectors are the columns of a unitary matrix
  obtain ⟨U, hU, hMU⟩ : ∃ U : Matrix ι ι ℂ, Uᴴ * U = 1 ∧
      levelMatrix A u * U = U * Matrix.diagonal fun k => (hM.eigenvalues k : ℂ) := by
    refine ⟨Matrix.of fun i k => (hM.eigenvectorBasis k).ofLp i, ?_, ?_⟩
    · ext k l
      have h := orthonormal_iff_ite.mp hM.eigenvectorBasis.orthonormal k l
      rw [EuclideanSpace.inner_eq_star_dotProduct, dotProduct_comm] at h
      rw [Matrix.one_apply]
      exact h
    · ext i k
      rw [Matrix.mul_diagonal]
      refine (congrFun (hM.mulVec_eigenvectorBasis k) i).trans ?_
      rw [Pi.smul_apply, Complex.real_smul]
      exact mul_comm _ _
  have hT : ∀ T : E →ₗ[ℂ] E, levelMatrix T (fun k => ∑ i, U i k • u i) =
      Uᴴ * (levelMatrix T u * U) := by
    intro T
    ext k l
    exact inner_expansion T u (fun i => U i k) (fun i => U i l)
  refine ⟨fun k => ∑ i, U i k • u i, ⟨fun k => Submodule.sum_mem _ fun i _ =>
    Submodule.smul_mem _ _ (hu.mem i), ?_, fun x hx => ?_⟩, ?_⟩
  · rw [hT, hu.orthonormal, Matrix.one_mul, hU]
  · obtain ⟨c, rfl⟩ := hu.complete x hx
    have hsum : ∀ d : ι → ℂ, ∑ k, d k • ∑ i, U i k • u i = ∑ i, (U *ᵥ d) i • u i := by
      intro d
      simp only [Finset.smul_sum, smul_smul, Matrix.mulVec, dotProduct, Finset.sum_smul]
      rw [Finset.sum_comm]
      exact Finset.sum_congr rfl fun i _ => Finset.sum_congr rfl fun k _ => by
        rw [mul_comm]
    refine ⟨Uᴴ *ᵥ c, ?_⟩
    rw [hsum, Matrix.mulVec_mulVec, mul_eq_one_comm.mp hU, Matrix.one_mulVec]
  · rw [hT, hMU, ← Matrix.mul_assoc, hU, Matrix.one_mul]

/-- If the matrix of an operator `T` in the states `v` is diagonal with real entries, then
`⟨x, T x⟩` for a superposition `x` of them is the sum of the diagonal entries times the squared
moduli of the coefficients. -/
theorem diagonal_average {T : E →ₗ[ℂ] E} {w : ι → ℝ}
    (h : levelMatrix T v = Matrix.diagonal fun k => (w k : ℂ)) (c : ι → ℂ) :
    inner ℂ (∑ k, c k • v k) (T (∑ k, c k • v k)) = ((∑ k, w k * ‖c k‖ ^ 2 : ℝ) : ℂ) := by
  rw [inner_expansion, h]
  simp only [dotProduct, Pi.star_apply, Matrix.mulVec_diagonal]
  push_cast
  refine Finset.sum_congr rfl fun k _ => ?_
  rw [← Complex.conj_mul', starRingEnd_apply]
  ring

/-- Over the `S`-normalized states of a level with a finite, nonempty `S`-orthonormal basis, the
expectation value of a Hermitian `A` takes exactly the real values from the lowest to the highest
eigenvalue of the level matrix. -/
theorem expectationValues_eq_Icc [Nonempty ι] (hu : IsLevelBasis H S ε u)
    (hA : A.IsSymmetric) :
    expectationValues H S A ε = Complex.ofReal ''
      Set.Icc (⨅ k, (levelMatrix_isHermitian hA u).eigenvalues k)
        (⨆ k, (levelMatrix_isHermitian hA u).eigenvalues k) := by
  generalize levelMatrix_isHermitian hA u = hM
  obtain ⟨v, hv, hd⟩ := exists_eigenbasis hu hM
  have hS : levelMatrix S v = Matrix.diagonal fun _ => ((1 : ℝ) : ℂ) := by
    rw [hv.orthonormal, Complex.ofReal_one, Matrix.diagonal_one]
  ext z
  constructor
  · -- a weighted mean lies between the extreme eigenvalues
    rintro ⟨x, hx, hn, rfl⟩
    obtain ⟨c, rfl⟩ := hv.complete x hx
    have h1 := diagonal_average hS c
    simp only [one_mul] at h1
    have hs := Complex.ofReal_injective ((h1.symm.trans hn).trans Complex.ofReal_one.symm)
    refine ⟨_, ⟨?_, ?_⟩, (diagonal_average hd c).symm⟩
    · rw [← mul_one (⨅ k, hM.eigenvalues k), ← hs, Finset.mul_sum]
      exact Finset.sum_le_sum fun k _ => mul_le_mul_of_nonneg_right
        (ciInf_le (Set.finite_range _).bddBelow k) (sq_nonneg _)
    · rw [← mul_one (⨆ k, hM.eigenvalues k), ← hs, Finset.mul_sum]
      exact Finset.sum_le_sum fun k _ => mul_le_mul_of_nonneg_right
        (le_ciSup (Set.finite_range _).bddAbove k) (sq_nonneg _)
  · -- mix the lowest and the highest eigenstate with suitable weights
    rintro ⟨a, ⟨hl, hh⟩, rfl⟩
    obtain ⟨i, hi⟩ := exists_eq_ciInf_of_finite (f := hM.eigenvalues)
    obtain ⟨j, hj⟩ := exists_eq_ciSup_of_finite (f := hM.eigenvalues)
    rw [← hi] at hl
    rw [← hj] at hh
    have hseg : a ∈ segment ℝ (hM.eigenvalues i) (hM.eigenvalues j) := by
      rw [segment_eq_Icc (hl.trans hh)]
      exact ⟨hl, hh⟩
    obtain ⟨s, t, hs, ht, hst, hab⟩ := hseg
    have hp : ∀ k, 0 ≤ (if k = i then s else 0) + (if k = j then t else 0) :=
      fun k => by split_ifs <;> linarith
    obtain ⟨c, hc⟩ : ∃ c : ι → ℂ, ∀ k,
        ‖c k‖ ^ 2 = (if k = i then s else 0) + (if k = j then t else 0) :=
      ⟨fun k => ((Real.sqrt ((if k = i then s else 0) + (if k = j then t else 0)) : ℝ) : ℂ),
        fun k => by rw [Complex.norm_real, Real.norm_eq_abs, sq_abs, Real.sq_sqrt (hp k)]⟩
    refine ⟨∑ k, c k • v k, Submodule.sum_mem _ fun k _ => Submodule.smul_mem _ _ (hv.mem k),
      (diagonal_average hS c).trans ?_,
      (diagonal_average hd c).trans (congrArg Complex.ofReal ?_)⟩
    · simp only [hc, one_mul, Finset.sum_add_distrib, Finset.sum_ite_eq', Finset.mem_univ,
        if_true, hst, Complex.ofReal_one]
    · simp only [hc, mul_add, mul_ite, mul_zero, Finset.sum_add_distrib, Finset.sum_ite_eq',
        Finset.mem_univ, if_true]
      simp only [smul_eq_mul] at hab
      linear_combination hab

/-- For Hermitian `A` and a finite `S`-orthonormal basis `u` of the level, every `S`-normalized
state of the level has the expectation value `a` if and only if the matrix of `A` in `u` is `a`
times the identity. -/
theorem unique_value_iff_scalar (hu : IsLevelBasis H S ε u) (hA : A.IsSymmetric) (a : ℂ) :
    (∀ x ∈ level H S ε, inner ℂ x (S x) = 1 → inner ℂ x (A x) = a) ↔
      levelMatrix A u = a • (1 : Matrix ι ι ℂ) := by
  constructor
  · intro h
    obtain ⟨v, hv, hd⟩ := exists_eigenbasis hu (levelMatrix_isHermitian hA u)
    -- testing on the eigenstates shows that all eigenvalues equal `a`
    have hk : ∀ k, ((levelMatrix_isHermitian hA u).eigenvalues k : ℂ) = a := fun k =>
      ((congrFun (congrFun hd k) k).trans (Matrix.diagonal_apply_eq _ k)).symm.trans
        (h _ (hv.mem k) ((congrFun (congrFun hv.orthonormal k) k).trans (Matrix.one_apply_eq k)))
    have hd' : levelMatrix A v = a • (1 : Matrix ι ι ℂ) := by
      rw [hd]
      ext i j
      simp [Matrix.diagonal_apply, Matrix.one_apply, hk]
    obtain ⟨C, hC, hT⟩ := basis_change hv hu
    rw [hT A, hd', Matrix.smul_mul, Matrix.one_mul, Matrix.mul_smul, hC]
  · intro h x hx hn
    obtain ⟨c, rfl⟩ := hu.complete x hx
    rw [inner_expansion, hu.orthonormal, Matrix.one_mulVec] at hn
    rw [inner_expansion, h, Matrix.smul_mulVec, Matrix.one_mulVec, dotProduct_smul, hn,
      smul_eq_mul, mul_one]

/-- Two `S`-orthonormal bases of the level with the same finite index set give the same trace of
the level matrix. -/
theorem trace_levelMatrix_eq (hu : IsLevelBasis H S ε u) (hv : IsLevelBasis H S ε v)
    (A : E →ₗ[ℂ] E) : (levelMatrix A v).trace = (levelMatrix A u).trace := by
  obtain ⟨C, hC, hT⟩ := basis_change hu hv
  rw [hT A, Matrix.trace_mul_comm, Matrix.mul_assoc, mul_eq_one_comm.mp hC, Matrix.mul_one]

/-- The diagonal operator on three-component states with diagonal entries `w`. -/
def diagOp (w : Fin 3 → ℂ) : EuclideanSpace ℂ (Fin 3) →ₗ[ℂ] EuclideanSpace ℂ (Fin 3) where
  toFun x := WithLp.toLp 2 fun i => w i * x.ofLp i
  map_add' x y := by ext i; simp [mul_add]
  map_smul' a x := by ext i; simp [mul_left_comm]

/-- With `H = diag(4,1,5)` and `S = diag(4,1,1)`, the states `(1/2,0,0)` and `(0,1,0)` are an
`S`-orthonormal basis of the level of energy `1`, and `A = diag(4,3,0)` is Hermitian. -/
theorem level_witness :
    IsLevelBasis (diagOp ![4, 1, 5]) (diagOp ![4, 1, 1]) 1
      ![!₂[(1 / 2 : ℂ), 0, 0], !₂[(0 : ℂ), 1, 0]] ∧ (diagOp ![4, 3, 0]).IsSymmetric := by
  have hmem : ∀ x, x ∈ level (diagOp ![4, 1, 5]) (diagOp ![4, 1, 1]) 1 ↔
      diagOp ![4, 1, 5] x = ((1 : ℝ) : ℂ) • diagOp ![4, 1, 1] x := fun x => by
    rw [level, LinearMap.mem_ker, LinearMap.sub_apply, LinearMap.smul_apply, sub_eq_zero]
  have c2 : (starRingEnd ℂ) 2 = 2 := Complex.ext (by simp) (by simp)
  have c3 : (starRingEnd ℂ) 3 = 3 := Complex.ext (by simp) (by simp)
  have c4 : (starRingEnd ℂ) 4 = 4 := Complex.ext (by simp) (by simp)
  refine ⟨⟨fun i => ?_, Matrix.ext fun i j => ?_, fun x hx => ?_⟩, fun x y => ?_⟩
  · rw [hmem]
    ext m
    fin_cases i <;> fin_cases m <;> simp [diagOp]
  · rw [Matrix.one_apply]
    fin_cases i <;> fin_cases j <;>
      simp [levelMatrix, diagOp, PiLp.inner_apply, Fin.sum_univ_succ, c2]
    norm_num [c2]
  · -- the third component must vanish
    have h : (5 : ℂ) * x.ofLp 2 = ((1 : ℝ) : ℂ) * (1 * x.ofLp 2) :=
      congrArg (fun y => y.ofLp 2) ((hmem x).1 hx)
    rw [Complex.ofReal_one] at h
    have h0 : x.ofLp 2 = 0 := by linear_combination h / 4
    refine ⟨![2 * x.ofLp 0, x.ofLp 1], ?_⟩
    ext m
    fin_cases m <;> simp [Fin.sum_univ_two, h0]
    ring_nf
  · simp [diagOp, PiLp.inner_apply, Fin.sum_univ_succ, c3, c4]
    ring

end

end PAWDegenerateLevel
```

```lean
#print axioms PAWDegenerateLevel.expectationValues_eq_Icc
#print axioms PAWDegenerateLevel.unique_value_iff_scalar
#print axioms PAWDegenerateLevel.trace_levelMatrix_eq
```

```
'PAWDegenerateLevel.expectationValues_eq_Icc' depends on axioms: [propext, Classical.choice, Quot.sound]
'PAWDegenerateLevel.unique_value_iff_scalar' depends on axioms: [propext, Classical.choice, Quot.sound]
'PAWDegenerateLevel.trace_levelMatrix_eq' depends on axioms: [propext, Classical.choice, Quot.sound]
```

## From coefficients to the theorems

`levelMatrix_isHermitian` and `inner_expansion` supply the Hermiticity of $M$ and the double sum. `basis_change` expands one basis in the other and applies the resulting formula to $S$ to get $C^\dagger C=\mathbf 1$. `exists_eigenbasis` builds $U$ from the eigenvectors of $M$ and checks that the $v_k$ are again a level basis; `diagonal_average` then gives the weighted sums.

In `expectationValues_eq_Icc`, the bounds are compared term by term. For the converse, `segment_eq_Icc` provides $s$ and $t$. The weight on $v_k$ is a sum of two `if` terms, which also handles $i=j$, and its square root is the coefficient.

`unique_value_iff_scalar` tests the eigenstates and returns to the basis $u$ through `basis_change`. `trace_levelMatrix_eq` uses the cyclic trace, with `mul_eq_one_comm` turning $C^\dagger C=\mathbf 1$ into $CC^\dagger=\mathbf 1$.

`level_witness` verifies the basis and the Hermiticity of $A$ in the three-dimensional example, built with `diagOp`. Completeness follows because the third component satisfies $5x_3=x_3$ and so vanishes.
